# A differentiable position-dependent time step gives the drift unit Jacobian determinant at every phase point only if it is constant

**Q.** Suppose I shorten the time step near a steep wall by reading it off from the current position, and then accept or reject the move on the energy difference alone, as in hybrid Monte Carlo. That test relies, among other things, on the proposal preserving phase-space volume. If the drift squeezes volume on the way to the wall and stretches it on the way back, I may sample the wrong distribution, and the energy difference alone will not tell me. Does a position-dependent step really do that?

**A.** If the step is differentiable and not constant, the drift does change the volume of some regions of phase space. In one dimension take the drift \((q,p)\mapsto(q+h(q)p,\,p)\) with unit mass. Two particles with the same momentum \(p\), started a small distance \(\delta\) apart, end up a distance \((1+h'(q)p)\,\delta\) apart to first order. With \(h'(q)=-0.1\) and \(p=2\) in some units, the area of a small phase-space cell shrinks by a factor 0.8. With \(p=-2\) it grows by a factor 1.2.

**Q.** One particle on a line is not a simulation. What is the configuration space in the formal version?

**A.** Any finite-dimensional real normed space \(V\), with phase space \(V\times V\). For \(N\) particles in three dimensions take \(V=\mathbb{R}^{3N}\). Different masses are absorbed by mass-weighted coordinates \(\sqrt{m}\,q\) and \(p/\sqrt{m}\), a fixed linear change that leaves the Jacobian determinant of the map unaltered. The file begins with a general normed space, and finite dimension is added when determinants have to be computed.

```lean
import Mathlib

namespace AdaptiveDrift

noncomputable section

variable {V : Type*} [NormedAddCommGroup V] [NormedSpace ℝ V]
```

**Q.** And the step may depend only on position?

**A.** The definition is more generous. The step is a function \(\tau(q,p)\) of the whole phase point at the start of the drift, and the map is

\[
(q,p)\mapsto(q+\tau(q,p)\,p,\;p).
\]

In Lean a phase point is a pair `x`, with position `x.1` and momentum `x.2`, and `•` multiplies a vector by a number. A step found by solving an equation that involves the end point is included too, provided that the solution is a differentiable function of the starting point.

```lean
/-- The drift `(q, p) ↦ (q + τ(q, p) p, p)` of a particle of unit mass, with a time step `τ`
that may depend on the phase point. -/
def drift (τ : V × V → ℝ) (x : V × V) : V × V := (x.1 + τ x • x.2, x.2)
```

**Q.** What does "Jacobian determinant" mean there? I see no partial derivatives.

**A.** It is the determinant of the total derivative, taken as a linear map from \(V\times V\) to itself. In coordinates this is the usual determinant of the matrix of partial derivatives, and it does not depend on the basis.

```lean
/-- The Jacobian determinant of a phase-space map `F` at the phase point `x`. -/
def jacobianDet (F : V × V → V × V) (x : V × V) : ℝ :=
  LinearMap.det (fderiv ℝ F x : V × V →ₗ[ℝ] V × V)
```

**Q.** Then show me the derivative. The step varies while I differentiate, and that is where I would expect a term to get lost.

**A.** Displace the starting point \((q,p)\) by \((u,v)\), and write \(D\tau(u,v)\) for the resulting first-order change of \(\tau\). The product rule gives the displacement of the end point:

\[
\delta q' = u+\tau\,v+D\tau(u,v)\,p,\qquad \delta p'=v.
\]

The last term of \(\delta q'\) is the one that a constant step lacks. The theorem `hasFDerivAt_drift` states exactly this, assuming that \(\tau\) is differentiable at the point. The maps `fst` and `snd` pick out \(u\) and \(v\), and `smulRight` builds \((u,v)\mapsto D\tau(u,v)\,p\). The proof has the same structure: the sum rule, the product rule for \(\tau p\), and the pairing of the two components.

```lean
/-- The adaptive drift is differentiable wherever its step function is, and its derivative
contains an extra term from the variation of the time step. -/
theorem hasFDerivAt_drift {τ : V × V → ℝ} {x : V × V} (hτ : DifferentiableAt ℝ τ x) :
    HasFDerivAt (drift τ)
      ((ContinuousLinearMap.fst ℝ V V + (τ x • ContinuousLinearMap.snd ℝ V V
        + (fderiv ℝ τ x).smulRight x.2)).prod (ContinuousLinearMap.snd ℝ V V)) x :=
  (hasFDerivAt_fst.add (hτ.hasFDerivAt.smul hasFDerivAt_snd)).prodMk hasFDerivAt_snd
```

**Q.** In many dimensions that is a large matrix. How does the determinant collapse to something simple?

**A.** Choose a basis \(b_j\) of \(V\), and let \(p_i\) be the components of \(p\). Order the coordinates with positions first. The matrix of the derivative is

\[
\begin{pmatrix}1+AB & C\\ 0&1\end{pmatrix},\qquad A_i=p_i,\quad B_j=D\tau(b_j,0)=\frac{\partial\tau}{\partial q_j}.
\]

Here \(A\) is a column and \(B\) a row, so \(AB\) has rank at most one. The block \(C\) collects the response to a change of momentum. Since the lower left block is zero, \(C\) does not enter the determinant, which equals \(\det(1+AB)\).

To evaluate that, note that \(1+AB\) sends \(u\) to \(u+(Bu)\,p\). If \(p=0\), it is the identity and its determinant is 1. Otherwise take a basis whose first vector is \(p\). The matrix is then upper triangular, with diagonal entries \(1+Bp,1,\dots,1\). In both cases

\[
\det(1+AB)=1+BA=1+\sum_j \frac{\partial\tau}{\partial q_j}\,p_j .
\]

**Q.** Does Lean go the same way?

**A.** Nearly. The lemma `det_shear` treats an abstract linear map \((u,v)\mapsto(u+cv+L(u,v)p,\,v)\), where \(L\) will be \(D\tau\) and \(c\) will be the value of \(\tau\). The step `hM` checks the block matrix entry by entry, with one case for each of the four blocks. The step `hp` expands \(L(p,0)\) in the basis, which gives the sum over \(j\). For the determinant, Lean uses the general identity \(\det(1+AB)=\det(1+BA)\) in place of my adapted basis. Since \(BA\) is a one-by-one matrix, the right-hand side is a single number.

```lean
variable [FiniteDimensional ℝ V]

/-- For linear `L`, the linear map `(u, v) ↦ (u + c v + L(u, v) p, v)` of phase space has
determinant `1 + L(p, 0)`. -/
theorem det_shear (L : V × V →ₗ[ℝ] ℝ) (c : ℝ) (p : V) (D : V × V →ₗ[ℝ] V × V)
    (hD : ∀ u v, D (u, v) = (u + c • v + L (u, v) • p, v)) :
    LinearMap.det D = 1 + L (p, 0) := by
  have b := Module.finBasis ℝ V
  let A : Matrix (Fin (Module.finrank ℝ V)) Unit ℝ := Matrix.of fun i _ => b.repr p i
  let B : Matrix Unit (Fin (Module.finrank ℝ V)) ℝ := Matrix.of fun _ j => L (b j, 0)
  let C : Matrix (Fin (Module.finrank ℝ V)) (Fin (Module.finrank ℝ V)) ℝ :=
    Matrix.of fun i j => b.repr (c • b j + L (0, b j) • p) i
  -- in a product basis the map is block triangular, with a rank-one change of the identity
  have hM : LinearMap.toMatrix (b.prod b) (b.prod b) D
      = Matrix.fromBlocks (1 + A * B) C 0 1 := by
    ext i j
    rcases i with i | i <;> rcases j with j | j <;>
      simp [LinearMap.toMatrix_apply, hD, A, B, C, Matrix.mul_apply, Matrix.one_apply,
        Finsupp.single_apply, eq_comm (a := i) (b := j), mul_comm]
  have hp : L (p, 0) = ∑ j, L (b j, 0) * b.repr p j := by
    calc L (p, 0) = (L ∘ₗ LinearMap.inl ℝ V V) (∑ j, b.repr p j • b j) :=
          (congrArg (L ∘ₗ LinearMap.inl ℝ V V) (b.sum_repr p)).symm
      _ = ∑ j, L (b j, 0) * b.repr p j := by
          rw [map_sum]
          refine Finset.sum_congr rfl fun j _ => ?_
          rw [map_smul, smul_eq_mul]
          exact mul_comm _ _
  -- det (1 + A B) = det (1 + B A), and the latter is a single number
  rw [← LinearMap.det_toMatrix (b.prod b), hM, Matrix.det_fromBlocks_zero₂₁, Matrix.det_one,
    mul_one, Matrix.det_one_add_mul_comm, Matrix.det_unique, hp]
  simp [A, B, Matrix.mul_apply]
```

**Q.** So the determinant of the drift is one plus a directional derivative.

**A.** Yes. Putting the derivative of the drift into `det_shear` gives

\[
\det = 1+D\tau(q,p)(p,0),
\]

where \(D\tau(q,p)\) is now written with its base point. The argument \((p,0)\) displaces the position along the momentum and leaves the momentum alone. In Lean this is `fderiv ℝ τ x (x.2, 0)`. The proof rewrites with the known derivative and checks that it has the form that the lemma requires.

```lean
/-- Where the time step is differentiable, the Jacobian determinant of the adaptive drift is one
plus the derivative of the time step with respect to position, taken in the direction of the
momentum. -/
theorem jacobianDet_drift {τ : V × V → ℝ} {x : V × V} (hτ : DifferentiableAt ℝ τ x) :
    jacobianDet (drift τ) x = 1 + fderiv ℝ τ x (x.2, 0) := by
  unfold jacobianDet
  rw [(hasFDerivAt_drift hτ).fderiv]
  exact det_shear (fderiv ℝ τ x : V × V →ₗ[ℝ] ℝ) (τ x) x.2 _
    (by intro u v; simp [add_assoc])
```

**Q.** That is a formula at one point. I want to know which step functions are safe.

**A.** Follow a free flight: fix \(q\) and \(p\), and look at the step along the line, \(\varphi(s)=\tau(q+sp,\,p)\). By the chain rule

\[
\varphi'(s)=D\tau(q+sp,p)(p,0),
\]

which is the determinant at \((q+sp,p)\) minus 1. If the determinant is 1 at every phase point, then \(\varphi'\) vanishes for all \(s\), and \(\varphi\) is constant. Conversely, if \(\varphi\) is constant for every \(q\) and \(p\), then \(\varphi'(0)=0\), and the determinant at \((q,p)\) is 1. A differentiable step therefore gives unit determinant at every phase point exactly when a particle in free flight would be assigned the same step all along its line. This is safety with respect to volume only.

In the Lean proof, `hline` is the chain rule. The forward direction obtains a zero derivative from the determinant formula and concludes with the fact that a function on the real line with zero derivative is constant. The backward direction compares two derivatives of the same function at \(s=0\): the one from `hline`, and the zero derivative of a constant.

```lean
/-- If the time step is differentiable everywhere, the adaptive drift has unit Jacobian determinant
at every phase point if and only if the time step is constant along every free flight `q + s p`. -/
theorem drift_preserves_volume_iff {τ : V × V → ℝ} (hτ : Differentiable ℝ τ) :
    (∀ x, jacobianDet (drift τ) x = 1) ↔
      ∀ (q p : V) (s : ℝ), τ (q + s • p, p) = τ (q, p) := by
  -- the rate of change of the time step along a free flight
  have hline : ∀ (q p : V) (s : ℝ), HasDerivAt (fun t : ℝ => τ (q + t • p, p))
      (fderiv ℝ τ (q + s • p, p) (p, 0)) s := by
    intro q p s
    have h1 : HasDerivAt (fun t : ℝ => q + t • p) p s := by
      simpa using ((hasDerivAt_id' s).smul_const p).const_add q
    exact (hτ _).hasFDerivAt.comp_hasDerivAt s (h1.prodMk (hasDerivAt_const s p))
  constructor
  · intro H q p s
    have hzero : ∀ t : ℝ, deriv (fun t : ℝ => τ (q + t • p, p)) t = 0 := by
      intro t
      have h2 := H (q + t • p, p)
      rw [jacobianDet_drift (hτ _)] at h2
      rw [(hline q p t).deriv]
      linarith
    have h3 := is_const_of_deriv_eq_zero
      (fun t => (hline q p t).differentiableAt) hzero s 0
    simpa using h3
  · rintro H ⟨q, p⟩
    have e : (fun t : ℝ => τ (q + t • p, p)) = fun _ => τ (q, p) := funext (H q p)
    have h4 := hline q p 0
    rw [e, zero_smul, add_zero] at h4
    have h5 := h4.unique (hasDerivAt_const (0 : ℝ) (τ (q, p)))
    rw [jacobianDet_drift (hτ _), h5, add_zero]
```

**Q.** The theorem's name says "preserves volume", but its statement says "determinant equal to 1". Are you hiding a gap?

**A.** The statement is the one to trust: it concerns the determinant at every phase point, and no measure of a region appears in it. For a differentiable map that is one-to-one, the change of variables formula links the two. When \(\tau\) is constant along free flights, the drift merely translates each such line along itself, so it is one-to-one. You might also object that a determinant of \(-1\) preserves volume. For a step \(h(q)\) this opens no loophole, because the determinant equals 1 at \(p=0\) and is affine in \(p\), so it can keep absolute value 1 for all \(p\) only by staying at 1.

**Q.** Back to my wall, then. My step depends on position only, and you said it must be constant. Constant along lines is weaker than constant.

**A.** Not when the step ignores the momentum. You may then choose the momentum freely, and every position can be reached from the origin: start at \(0\) with momentum \(q\) and fly for unit time. Constancy along that flight gives \(h(q)=h(0)\). Since \(q\) was arbitrary, \(h\) is constant. The converse is immediate, because a constant step is constant along every line.

The Lean proof takes `h 0` as the constant and applies the free-flight criterion with exactly that choice, `H 0 q 1`. The function `fun y : V × V => h y.1` is how a step that reads only the position is passed to `drift`.

```lean
/-- With a differentiable position-dependent time step `h(q)`, the drift has unit Jacobian
determinant at every phase point if and only if `h` is constant. -/
theorem position_step_preserves_volume_iff {h : V → ℝ} (hh : Differentiable ℝ h) :
    (∀ x, jacobianDet (drift fun y : V × V => h y.1) x = 1) ↔ ∃ c, ∀ q, h q = c := by
  refine (drift_preserves_volume_iff (τ := fun y : V × V => h y.1)
    (hh.comp differentiable_fst)).trans ⟨fun H => ⟨h 0, fun q => ?_⟩, ?_⟩
  · -- the free flight from the origin with momentum q reaches q after unit time
    simpa using H 0 q 1
  · rintro ⟨c, hc⟩ q p s
    exact (hc _).trans (hc _).symm
```

**Q.** Is there any adaptivity left that does not change the volume?

**A.** A differentiable step \(g(p)\) that depends on the momentum alone keeps the determinant equal to 1. The momentum does not change during the drift, so such a step is constant along every free flight. For a fast particle you may choose a shorter step from its speed, and the determinant of this single drift remains 1. The proof is the free-flight criterion applied to an equality that holds by definition.

```lean
/-- With a differentiable time step that depends on the momentum alone, the drift has unit
Jacobian determinant at every phase point. -/
theorem momentum_step_preserves_volume {g : V → ℝ} (hg : Differentiable ℝ g) (x : V × V) :
    jacobianDet (drift fun y : V × V => g y.2) x = 1 :=
  (drift_preserves_volume_iff (τ := fun y : V × V => g y.2)
    (hg.comp differentiable_snd)).2 (fun _ _ _ => rfl) x
```

**Q.** Does that make the momentum-dependent drift symplectic?

**A.** In one degree of freedom, yes, since there the symplectic condition is the same as unit determinant. In several degrees of freedom unit determinant is weaker. The map \((q+g(p)p,\,p)\) is symplectic only if the matrix of derivatives of \(g(p)p\) is symmetric, which fails for a general \(g\). The theorems here speak of the determinant.

**Q.** I would still like to see the one-dimensional formula that you started with.

**A.** With \(V=\mathbb{R}\) and \(\tau(q,p)=h(q)\), the directional derivative is \(D\tau(q,p)(p,0)=h'(q)\,p\), so the determinant is \(1+h'(q)p\). Differentiability of \(h\) at the one point \(q\) is enough. In the proof, `hf` differentiates \(h\) composed with the projection onto position, and the last line turns the derivative as a linear map into the ordinary derivative `deriv h q` times \(p\).

```lean
/-- In one dimension, where `h` is differentiable, the drift with position-dependent time step
`h(q)` has Jacobian determinant `1 + h'(q) p`. -/
theorem jacobianDet_position_step {h : ℝ → ℝ} {q : ℝ} (hh : DifferentiableAt ℝ h q) (p : ℝ) :
    jacobianDet (drift fun y : ℝ × ℝ => h y.1) (q, p) = 1 + deriv h q * p := by
  have hg : HasFDerivAt h (fderiv ℝ h q) ((q, p) : ℝ × ℝ).1 := hh.hasFDerivAt
  have hf : HasFDerivAt (fun y : ℝ × ℝ => h y.1)
      ((fderiv ℝ h q).comp (ContinuousLinearMap.fst ℝ ℝ ℝ)) (q, p) :=
    hg.comp (q, p) hasFDerivAt_fst
  rw [jacobianDet_drift hf.differentiableAt, hf.fderiv]
  change 1 + fderiv ℝ h q p = 1 + deriv h q * p
  rw [fderiv_eq_smul_deriv, smul_eq_mul, mul_comm]
```

**Q.** For small slopes and moderate momenta that is close to 1. Could I treat it as a small error?

**A.** At a given phase point it may be small, but it is not small uniformly in the momentum. Wherever \(h'(q)\neq0\), put \(p=-1/h'(q)\). Then

\[
1+h'(q)\,p = 1-1 = 0 .
\]

To first order, neighbouring particles with that momentum land on the same position. In the example with \(h'(q)=-0.1\) this happens at \(p=10\). A thermal momentum distribution has no upper cutoff, so momenta near that value do occur, though rarely if the slope is small.

The Lean theorem assumes only that the slope is non-zero. Mathlib sets `deriv` to zero where no derivative exists, so a non-zero value already implies differentiability. The rest is the cancellation above.

```lean
/-- In one dimension, wherever the time step has non-zero slope `h'(q)`, the Jacobian
determinant of the drift vanishes at the momentum `-1/h'(q)`. -/
theorem position_step_degenerate {h : ℝ → ℝ} {q : ℝ} (hq : deriv h q ≠ 0) :
    jacobianDet (drift fun y : ℝ × ℝ => h y.1) (q, -(deriv h q)⁻¹) = 0 := by
  rw [jacobianDet_position_step (differentiableAt_of_deriv_ne_zero hq), mul_neg,
    mul_inv_cancel₀ hq, add_neg_cancel]

end

end AdaptiveDrift
```

```lean
#print axioms AdaptiveDrift.position_step_preserves_volume_iff
#print axioms AdaptiveDrift.momentum_step_preserves_volume
#print axioms AdaptiveDrift.position_step_degenerate
```

```
'AdaptiveDrift.position_step_preserves_volume_iff' depends on axioms: [propext, Classical.choice, Quot.sound]
'AdaptiveDrift.momentum_step_preserves_volume' depends on axioms: [propext, Classical.choice, Quot.sound]
'AdaptiveDrift.position_step_degenerate' depends on axioms: [propext, Classical.choice, Quot.sound]
```

**Q.** What should I not read into this when I look at my own integrator?

**A.** Two things. First, the map is a single drift with an explicitly given step. A full integrator also has kicks, and perhaps thermostats or constraints, and when each stage is written as a differentiable map of the phase point at which it starts, the total determinant is the product of the determinants of the stages, each taken at the point where that stage acts. Second, the two equivalences assume a step function that is differentiable everywhere. A step that switches between a few fixed values can have unit determinant away from the jumps and still send two separate regions onto the same place.

For a hybrid Monte Carlo code the consequence is limited but practical: if a drift of this form uses a smooth, non-constant step \(h(q)\), its contribution to the Jacobian is not 1 everywhere, and an acceptance test that omits it needs another justification. Including it is not enough by itself, because the test also relies on reversibility, which the theorems do not address: after a drift from \(q\) to \(q'\) with \(p\neq0\), reversing the momentum and drifting again returns to \(q\) only if \(h(q')=h(q)\).
